# Reflection Symmetry Gives Equal Degeneracy at $m$ and $-m$ in an Electric Field

A Stark calculation in a finite basis can diagonalise the Hamiltonian blocks with $m\ge 0$ only, and count every level found at $m>0$ twice. This is justified when a reflection preserves the Hamiltonian and reverses the axial angular momentum.

## An atom with a field along $z$

Let $H_0$ be the Hamiltonian of the free atom, $D$ the dipole coupling along the field, with its sign included, and $F$ the field strength. The Hamiltonian is $H=H_0+FD$. Let $L$ be the angular momentum about the field axis in units of $\hbar$, and $m$ its eigenvalue.

A reflection $R$ in a plane containing the axis leaves the free atom and the field direction unchanged, but reverses the sense of rotation about the axis:
$$RH=HR,\qquad RL=-LR.$$

## Equal dimensions at $(E,m)$ and $(E,-m)$

Write $V_{E,m}$ for the space of vectors with $Hv=Ev$ and $Lv=mv$. For such a vector,
$$H(Rv)=R(Hv)=E\,Rv,\qquad L(Rv)=-R(Lv)=-m\,Rv.$$
So $R$ maps $V_{E,m}$ into $V_{E,-m}$. Conversely, let $w\in V_{E,-m}$ and $v=R^{-1}w$. Then $R(Hv)=Hw=Ew=R(Ev)$ and $R(Lv)=-Lw=mw=R(mv)$. Since $R$ is injective, $v\in V_{E,m}$. The map is therefore onto, and
$$\dim V_{E,m}=\dim V_{E,-m}.$$

In Lean, `jointEigenspace H L E m` is $V_{E,m}$, and `finrank` is its dimension. The reflection is an invertible complex-linear map `R`; antilinear time reversal is not covered. The relations `hH` and `hL` are assumed. Since `R` acts within `V`, a finite basis must have a span closed under the reflection used as `R`. `stark_pairing` assumes that `R` commutes with `H₀` and `D` separately, and obtains the equality at every real `F`. No inner product or Hermiticity is required, and `E` and `m` may be complex. A finite-dimensional space has no continuous spectrum, so the exact atom in a field is outside the theorem.

## Degeneracy, zero momentum and a magnetic term

If $m\ne0$, a vector in both spaces satisfies $mv=-mv$, hence $v=0$. The two spaces are independent within the level $E$, whose dimension is therefore at least $2\dim V_{E,m}$.

The dimension results above do not use commutation of $H$ and $L$, but the division of $H$ into blocks of fixed $m$ requires it. If it holds, both $L$ and $R$ preserve the level. When its dimension $d$ is odd, restricting to it gives
$$\det R\,\det L=(-1)^d\det L\,\det R=-\det L\,\det R.$$
Since $\det R\ne0$, $\det L=0$, and the level contains a nonzero state with $Lv=0$.

If spin and the diamagnetic term are left out, a magnetic field along the axis adds a term $bL$ to $H$, with $b$ proportional to the magnetic field strength, and $(H+bL)v=(E+bm)v$ on $V_{E,m}$. The paired spaces move to $E+bm$ and $E-bm$.

## Four states at one field strength

Take a shell $s,p_0,p_+,p_-$ with $s$ energy $0$, $p$ energy $3$, unit dipole coupling between $s$ and $p_0$, and $F=2$. The $m=0$ block is
$$\begin{pmatrix}0&2\\2&3\end{pmatrix},\qquad \lambda^2-3\lambda-4=0,\qquad \lambda=4,\,-1.$$
The states $p_+$ and $p_-$ stay at energy $3$, one each at $m=1$ and $m=-1$. A magnetic term $0.5\,L$ moves them to $3.5$ and $2.5$.

In code, the loop runs over $m\ge0$, with weight 1 for $m=0$ and 2 otherwise. Diagonalising one negative block as well is a cheap check on the matrix elements. With the magnetic term, the energies at $-m$ must be shifted separately.

## The Lean file

```lean
import Mathlib

open Module

namespace StarkReflectionPairing

noncomputable section

variable {V : Type*} [AddCommGroup V] [Module ℂ V]

/-- The states with energy `E` and axial angular momentum `m`: the joint eigenspace of
`H` and `L`. -/
def jointEigenspace (H L : End ℂ V) (E m : ℂ) : Submodule ℂ V :=
  End.eigenspace H E ⊓ End.eigenspace L m

/-- The Hamiltonian `H₀ + F D` of an atom in a static electric field of strength `F`, where
`D` is the dipole coupling along the field. -/
def starkHamiltonian (H₀ D : End ℂ V) (F : ℝ) : End ℂ V := H₀ + (F : ℂ) • D

/-- A state lies in the joint eigenspace exactly when it solves both eigenvalue equations. -/
theorem mem_jointEigenspace (H L : End ℂ V) (E m : ℂ) (v : V) :
    v ∈ jointEigenspace H L E m ↔ H v = E • v ∧ L v = m • v := by
  rw [jointEigenspace, Submodule.mem_inf, End.mem_eigenspace_iff, End.mem_eigenspace_iff]

/-- A reflection that commutes with `H` and reverses `L` maps the states with `(E, m)` onto
the states with `(E, -m)`. -/
theorem map_jointEigenspace (H L : End ℂ V) (R : V ≃ₗ[ℂ] V)
    (hH : ∀ v, R (H v) = H (R v)) (hL : ∀ v, R (L v) = -L (R v)) (E m : ℂ) :
    (jointEigenspace H L E m).map (R : V →ₗ[ℂ] V) = jointEigenspace H L E (-m) := by
  ext w
  constructor
  · rintro ⟨v, hv, rfl⟩
    obtain ⟨h1, h2⟩ := (mem_jointEigenspace H L E m v).mp hv
    refine (mem_jointEigenspace H L E (-m) (R v)).mpr ⟨?_, ?_⟩
    · rw [← hH, h1, map_smul]
    · rw [neg_smul, ← map_smul, ← h2, hL, neg_neg]
  · intro hw
    obtain ⟨h1, h2⟩ := (mem_jointEigenspace H L E (-m) w).mp hw
    -- the preimage of `w` is its reflection back
    refine ⟨R.symm w, (mem_jointEigenspace H L E m _).mpr ⟨?_, ?_⟩, R.apply_symm_apply w⟩
    · apply R.injective
      rw [hH, map_smul, R.apply_symm_apply, h1]
    · apply R.injective
      rw [hL, map_smul, R.apply_symm_apply, h2, neg_smul, neg_neg]

/-- If a reflection commutes with `H` and reverses `L`, the joint eigenspaces for `(E, m)` and
`(E, -m)` have equal dimension. -/
theorem finrank_jointEigenspace_neg [FiniteDimensional ℂ V] (H L : End ℂ V) (R : V ≃ₗ[ℂ] V)
    (hH : ∀ v, R (H v) = H (R v)) (hL : ∀ v, R (L v) = -L (R v)) (E m : ℂ) :
    finrank ℂ (jointEigenspace H L E m) = finrank ℂ (jointEigenspace H L E (-m)) := by
  rw [← map_jointEigenspace H L R hH hL E m]
  exact (LinearEquiv.finrank_map_eq R _).symm

/-- In an electric field of any strength, the states with `(E, m)` and `(E, -m)` span spaces of
equal dimension, if a reflection commutes with `H₀` and `D` and reverses `L`. -/
theorem stark_pairing [FiniteDimensional ℂ V] (H₀ D L : End ℂ V) (R : V ≃ₗ[ℂ] V)
    (h₀ : ∀ v, R (H₀ v) = H₀ (R v)) (hD : ∀ v, R (D v) = D (R v))
    (hL : ∀ v, R (L v) = -L (R v)) (F : ℝ) (E m : ℂ) :
    finrank ℂ (jointEigenspace (starkHamiltonian H₀ D F) L E m) =
      finrank ℂ (jointEigenspace (starkHamiltonian H₀ D F) L E (-m)) := by
  refine finrank_jointEigenspace_neg _ L R (fun v => ?_) hL E m
  simp only [starkHamiltonian, LinearMap.add_apply, LinearMap.smul_apply, map_add, map_smul,
    h₀, hD]

/-- If a reflection commutes with `H` and reverses `L`, then for `m ≠ 0` the degeneracy of the level
`E` is at least twice the number of independent states with `(E, m)`. -/
theorem two_mul_finrank_le [FiniteDimensional ℂ V] (H L : End ℂ V) (R : V ≃ₗ[ℂ] V)
    (hH : ∀ v, R (H v) = H (R v)) (hL : ∀ v, R (L v) = -L (R v)) (E m : ℂ) (hm : m ≠ 0) :
    2 * finrank ℂ (jointEigenspace H L E m) ≤ finrank ℂ (End.eigenspace H E) := by
  -- a state with both `m` and `-m` vanishes
  have hinf : jointEigenspace H L E m ⊓ jointEigenspace H L E (-m) = ⊥ := by
    rw [Submodule.eq_bot_iff]
    rintro v ⟨h1, h2⟩
    have h3 : m • v = (-m) • v :=
      ((mem_jointEigenspace H L E m v).mp h1).2.symm.trans
        ((mem_jointEigenspace H L E (-m) v).mp h2).2
    have h4 : (2 * m) • v = 0 := by linear_combination (norm := module) h3
    exact (smul_eq_zero.mp h4).resolve_left (mul_ne_zero two_ne_zero hm)
  have hsum := Submodule.finrank_sup_add_finrank_inf_eq
    (jointEigenspace H L E m) (jointEigenspace H L E (-m))
  rw [hinf, finrank_bot, ← finrank_jointEigenspace_neg H L R hH hL E m] at hsum
  have hle : jointEigenspace H L E m ⊔ jointEigenspace H L E (-m) ≤ End.eigenspace H E :=
    sup_le inf_le_left inf_le_left
  have := Submodule.finrank_mono hle
  omega

/-- If `H` and `L` commute, and a reflection commutes with `H` and reverses `L`, every level of odd
degeneracy contains a nonzero state with zero axial angular momentum. -/
theorem exists_zero_momentum_of_odd [FiniteDimensional ℂ V] (H L : End ℂ V) (R : V ≃ₗ[ℂ] V)
    (hHL : ∀ v, H (L v) = L (H v)) (hH : ∀ v, R (H v) = H (R v))
    (hL : ∀ v, R (L v) = -L (R v)) (E : ℂ)
    (hodd : Odd (finrank ℂ (End.eigenspace H E))) :
    ∃ v : V, v ≠ 0 ∧ H v = E • v ∧ L v = 0 := by
  have hLW : ∀ v ∈ End.eigenspace H E, L v ∈ End.eigenspace H E := by
    intro v hv
    rw [End.mem_eigenspace_iff] at hv ⊢
    rw [hHL, hv, map_smul]
  have hRW : ∀ v ∈ End.eigenspace H E, (R : V →ₗ[ℂ] V) v ∈ End.eigenspace H E := by
    intro v hv
    rw [End.mem_eigenspace_iff] at hv ⊢
    change H (R v) = E • R v
    rw [← hH, hv, map_smul]
  -- restrict both operators to the level and compare determinants
  let A : End ℂ (End.eigenspace H E) := L.restrict hLW
  let B : End ℂ (End.eigenspace H E) := (R : V →ₗ[ℂ] V).restrict hRW
  have hBA : B * A = (-1 : ℂ) • (A * B) := by
    refine LinearMap.ext fun v => Subtype.ext ?_
    change R (L (v : V)) = (-1 : ℂ) • L (R (v : V))
    rw [hL, neg_one_smul]
  have hdet := congrArg LinearMap.det hBA
  rw [map_mul, LinearMap.det_smul, map_mul, hodd.neg_one_pow] at hdet
  have hB : LinearMap.det B ≠ 0 := by
    intro h
    obtain ⟨v, hv, hv0⟩ := Submodule.exists_mem_ne_zero_of_ne_bot
      (LinearMap.bot_lt_ker_of_det_eq_zero h).ne'
    have hRv : R (v : V) = 0 := congrArg Subtype.val (LinearMap.mem_ker.mp hv)
    exact hv0 (Subtype.ext (by simpa using hRv))
  have hprod : (2 * LinearMap.det B) * LinearMap.det A = 0 := by linear_combination hdet
  have hA := (mul_eq_zero.mp hprod).resolve_left (mul_ne_zero two_ne_zero hB)
  obtain ⟨v, hv, hv0⟩ := Submodule.exists_mem_ne_zero_of_ne_bot
    (LinearMap.bot_lt_ker_of_det_eq_zero hA).ne'
  exact ⟨v, fun h => hv0 (Subtype.ext h), End.mem_eigenspace_iff.mp v.2,
    congrArg Subtype.val (LinearMap.mem_ker.mp hv)⟩

/-- Adding a magnetic term `b L` to `H` moves the states with `(E, m)` to energy `E + b m` and
leaves the states themselves unchanged. -/
theorem zeeman_shift (H L : End ℂ V) (b E m : ℂ) :
    jointEigenspace (H + b • L) L (E + b * m) m = jointEigenspace H L E m := by
  ext v
  simp only [mem_jointEigenspace, LinearMap.add_apply, LinearMap.smul_apply]
  constructor
  · rintro ⟨h1, h2⟩
    refine ⟨?_, h2⟩
    rw [h2] at h1
    linear_combination (norm := module) h1
  · rintro ⟨h1, h2⟩
    refine ⟨?_, h2⟩
    rw [h1, h2]
    module

/-- Free Hamiltonian of a shell with basis `s, p₀, p₊, p₋`: energy `a` for `s`, `b` for `p`. -/
def shellH (a b : ℂ) : End ℂ (Fin 4 → ℂ) :=
  Matrix.toLin' !![a, 0, 0, 0; 0, b, 0, 0; 0, 0, b, 0; 0, 0, 0, b]

/-- Dipole coupling of the shell along the field, which mixes `s` and `p₀`. -/
def shellD : End ℂ (Fin 4 → ℂ) :=
  Matrix.toLin' !![0, 1, 0, 0; 1, 0, 0, 0; 0, 0, 0, 0; 0, 0, 0, 0]

/-- Axial angular momentum of the shell, with values `0, 0, 1, -1`. -/
def shellL : End ℂ (Fin 4 → ℂ) :=
  Matrix.toLin' !![0, 0, 0, 0; 0, 0, 0, 0; 0, 0, 1, 0; 0, 0, 0, -1]

/-- The reflection of the shell that exchanges `p₊` and `p₋`. -/
def shellR : (Fin 4 → ℂ) ≃ₗ[ℂ] (Fin 4 → ℂ) :=
  LinearEquiv.funCongrLeft ℂ ℂ (Equiv.swap 2 3)

/-- The four-state shell in an electric field meets the symmetry and commutation relations,
and its state `p₊` has energy `b` and angular momentum `1`. -/
theorem shell_witness (a b : ℂ) (F : ℝ) :
    (∀ v, shellR (shellH a b v) = shellH a b (shellR v)) ∧
    (∀ v, shellR (shellD v) = shellD (shellR v)) ∧
    (∀ v, shellR (shellL v) = -shellL (shellR v)) ∧
    (∀ v, starkHamiltonian (shellH a b) shellD F (shellL v) =
      shellL (starkHamiltonian (shellH a b) shellD F v)) ∧
    ![0, 0, 1, 0] ∈ jointEigenspace (starkHamiltonian (shellH a b) shellD F) shellL b 1 := by
  -- the action of each operator on the four amplitudes
  have hR : ∀ v, shellR v = ![v 0, v 1, v 3, v 2] := by
    intro v
    ext i
    fin_cases i <;> rfl
  have hH : ∀ v, shellH a b v = ![a * v 0, b * v 1, b * v 2, b * v 3] := by
    intro v
    ext i
    fin_cases i <;>
      simp [shellH, Matrix.toLin'_apply, Matrix.mulVec, dotProduct, Fin.sum_univ_four]
  have hD : ∀ v, shellD v = ![v 1, v 0, 0, 0] := by
    intro v
    ext i
    fin_cases i <;>
      simp [shellD, Matrix.toLin'_apply, Matrix.mulVec, dotProduct, Fin.sum_univ_four]
  have hL : ∀ v, shellL v = ![0, 0, v 2, -v 3] := by
    intro v
    ext i
    fin_cases i <;>
      simp [shellL, Matrix.toLin'_apply, Matrix.mulVec, dotProduct, Fin.sum_univ_four]
  refine ⟨fun v => ?_, fun v => ?_, fun v => ?_, fun v => ?_, ?_⟩
  · ext i
    fin_cases i <;> simp [hR, hH]
  · ext i
    fin_cases i <;> simp [hR, hD]
  · ext i
    fin_cases i <;> simp [hR, hL]
  · ext i
    fin_cases i <;> simp [starkHamiltonian, hH, hD, hL]
  · rw [mem_jointEigenspace]
    constructor
    · ext i
      fin_cases i <;> simp [starkHamiltonian, hH, hD]
    · ext i
      fin_cases i <;> simp [hL]

end

end StarkReflectionPairing
```

```lean
#print axioms StarkReflectionPairing.stark_pairing
#print axioms StarkReflectionPairing.two_mul_finrank_le
#print axioms StarkReflectionPairing.exists_zero_momentum_of_odd
#print axioms StarkReflectionPairing.zeeman_shift
```

```
'StarkReflectionPairing.stark_pairing' depends on axioms: [propext, Classical.choice, Quot.sound]
'StarkReflectionPairing.two_mul_finrank_le' depends on axioms: [propext, Classical.choice, Quot.sound]
'StarkReflectionPairing.exists_zero_momentum_of_odd' depends on axioms: [propext, Classical.choice, Quot.sound]
'StarkReflectionPairing.zeeman_shift' depends on axioms: [propext, Classical.choice, Quot.sound]
```

## From the reflection to the dimension count

`map_jointEigenspace` proves the two inclusions above; `R.injective` handles the return direction. `finrank_jointEigenspace_neg` then uses the fact that a linear equivalence preserves dimension, and `stark_pairing` checks that `R` commutes with the full Hamiltonian.

In `two_mul_finrank_le`, `hinf` is the zero intersection, and the dimension formula for a sum of subspaces gives the bound. `exists_zero_momentum_of_odd` restricts `L` and `R` to the level as `A` and `B`. Their relation `hBA` yields the determinant identity, and a kernel vector of `A` is the required state.

`zeeman_shift` adds or subtracts $bmv$ in the energy equation. Finally, `shell_witness` computes each operator on four amplitudes. It confirms the symmetry and commutation relations for the shell, and places $p_+$ in the joint eigenspace with $m=1$ and energy `b`, which here is the $p$ energy and not the magnetic coefficient. The pairing there therefore concerns nonzero spaces.
